# With bounded Nosé–Hoover friction, the time-averaged kinetic energy tends to g kT/2

A molecular dynamics run with a Nosé–Hoover thermostat usually includes a step in which the instantaneous temperature is averaged along the trajectory and the mean is compared with the thermostat setting. In continuous time and for a single thermostat, agreement in the long-time limit follows from the thermostat equation alone, provided that the friction variable stays bounded and the momenta are continuous. The trajectory need not be ergodic, and the forces matter only through their influence on these two conditions.

Let particle $i$ have momentum $p_i$ and mass $m_i$. The thermostat has a friction variable $z$, a thermostat mass $Q$, a target thermal energy $kT$ and a number $g$ of degrees of freedom. In the code, the finite type `ι` labels the particles and momenta take values in a normed group `E`. For particles in space, `E` should be `EuclideanSpace ℝ (Fin 3)`, whose norm is the usual length.

In Lean 4 with Mathlib:

```lean
import Mathlib

open Filter Topology Set

namespace NoseHooverTimeAverage

noncomputable section

variable {ι E : Type*} [Fintype ι] [NormedAddCommGroup E]
```

## Time averages and the friction equation

The average of an observable $f$ over $[0,t]$ is

$$\langle f\rangle_t=\frac1t\int_0^t f(s)\,ds .$$

```lean
/-- The average of an observable `f` over the time interval `[0, t]`, for `t > 0`. -/
def timeAverage (f : ℝ → ℝ) (t : ℝ) : ℝ := (∫ s in (0 : ℝ)..t, f s) / t
```

The observable of interest is twice the kinetic energy,

$$K(t)=\sum_i\frac{\|p_i(t)\|^2}{m_i}.$$

The instantaneous temperature is $K/(gk)$, with $k$ the Boltzmann constant. For one particle, $K$ is $\|p\|^2/m$.

```lean
/-- Twice the kinetic energy, the sum of `‖p i‖² / m i` over all particles,
for nonzero masses `m i`. -/
def twiceKinetic (m : ι → ℝ) (p : ι → E) : ℝ := ∑ i, ‖p i‖ ^ 2 / m i
```

The thermostat compares $K$ with its target and adjusts the friction accordingly:

$$z'(t)=\frac{K(t)-g\,kT}{Q},\qquad t\ge 0 .$$

With this convention $z$ is a rate, and $Q$ has units of energy times time squared. `FrictionLaw` states the equation at every $t\ge0$, with a one-sided derivative at $t=0$. The symbol `kT` is a single real number, and `g` may be any real number; that it counts the degrees of freedom is physical input.

The companion equation $p_i'=F_i-z\,p_i$, with $F_i$ the force on particle $i$, is not imposed. The results therefore hold for any continuous momenta that satisfy the friction equation, whatever the forces. Continuity leaves out hard-core collisions, in which momenta jump.

```lean
/-- The Nosé-Hoover equation for the friction variable `z` at times `t ≥ 0`:
`z' = (twice the kinetic energy - g kT) / Q`, for a nonzero thermostat mass `Q`. -/
def FrictionLaw (m : ι → ℝ) (Q g kT : ℝ) (p : ℝ → ι → E) (z : ℝ → ℝ) : Prop :=
  ∀ t, 0 ≤ t → HasDerivWithinAt z ((twiceKinetic m (p t) - g * kT) / Q) (Ici 0) t
```

## The error at finite time

Integrating the friction equation from $0$ to $t$ gives

$$z(t)-z(0)=\frac1Q\left(\int_0^t K(s)\,ds-t\,g\,kT\right).$$

Multiplying by $Q$ and dividing by $t>0$ yields

$$\langle K\rangle_t-g\,kT=\frac{Q\,(z(t)-z(0))}{t}.$$

The error in the average is thus determined by the two end values of $z$. For the exact continuous-time trajectory, the mean temperature over a run of length $t$ differs from the set temperature by $Q(z(t)-z(0))/(gkt)$. A simple discrete update $z_{n+1}=z_n+\Delta t\,(K_n-g\,kT)/Q$ has the same structure: summed over $N$ steps, it telescopes, and the mean of the $K_n$ differs from $g\,kT$ by $Q(z_N-z_0)/(N\Delta t)$.

In the proof, `hK` and `hint` derive the continuity and integrability of $K$ from those of the momenta. The step `ftc` is the fundamental theorem of calculus; at interior times the one-sided derivative is an ordinary one, because $[0,\infty)$ is a neighbourhood of every $s>0$. The remaining lines split the integral and clear the denominators. The sign of $Q$ does not matter here, as long as $Q\neq0$.

```lean
/-- For continuous momenta and a friction variable `z` that obey `FrictionLaw` with nonzero `Q`, the
deviation of the time-averaged twice kinetic energy from `g kT` at time `t > 0` is exactly
`Q (z t - z 0) / t`. -/
theorem average_error {m : ι → ℝ} {Q g kT : ℝ} {p : ℝ → ι → E} {z : ℝ → ℝ}
    (hQ : Q ≠ 0) (hp : ContinuousOn p (Ici 0)) (hz : FrictionLaw m Q g kT p z)
    {t : ℝ} (ht : 0 < t) :
    timeAverage (fun s => twiceKinetic m (p s)) t - g * kT = Q * (z t - z 0) / t := by
  have hc : Continuous (fun q : ι → E => twiceKinetic m q) := by
    unfold twiceKinetic
    fun_prop
  have hK : ContinuousOn (fun s => twiceKinetic m (p s)) (Ici 0) := hc.comp_continuousOn hp
  have hint : IntervalIntegrable (fun s => twiceKinetic m (p s)) MeasureTheory.volume 0 t := by
    apply ContinuousOn.intervalIntegrable
    rw [uIcc_of_le ht.le]
    exact hK.mono Icc_subset_Ici_self
  have hcont : ContinuousOn z (Icc 0 t) := fun s hs =>
    (hz s hs.1).continuousWithinAt.mono Icc_subset_Ici_self
  -- integrate the friction law from 0 to t
  have ftc : ∫ s in (0 : ℝ)..t, (twiceKinetic m (p s) - g * kT) / Q = z t - z 0 :=
    intervalIntegral.integral_eq_sub_of_hasDerivAt_of_le ht.le hcont
      (fun s hs => (hz s hs.1.le).hasDerivAt (Ici_mem_nhds hs.1))
      ((hint.sub intervalIntegrable_const).div_const Q)
  rw [intervalIntegral.integral_div, intervalIntegral.integral_sub hint intervalIntegrable_const,
    intervalIntegral.integral_const, smul_eq_mul, sub_zero, div_eq_iff hQ] at ftc
  unfold timeAverage
  rw [eq_div_iff ht.ne', sub_mul, div_mul_cancel₀ _ ht.ne']
  linear_combination ftc
```

Now suppose that $|z(t)|\le B$ for all $t\ge0$. Then $|z(t)-z(0)|\le 2B$, and for $Q>0$

$$\bigl|\langle K\rangle_t-g\,kT\bigr|\le\frac{2QB}{t}.$$

The proof rewrites the error by the identity above and takes absolute values. The step `h` is the bound $2B$, obtained from the bounds at times $t$ and $0$.

```lean
/-- For continuous momenta and a friction variable that obey `FrictionLaw` with `Q > 0`, and
friction bounded by `B`, the average of twice the kinetic energy over `[0, t]`, with `t > 0`,
differs from `g kT` by at most `2 Q B / t`. -/
theorem average_error_bound {m : ι → ℝ} {Q g kT B : ℝ} {p : ℝ → ι → E} {z : ℝ → ℝ}
    (hQ : 0 < Q) (hp : ContinuousOn p (Ici 0)) (hz : FrictionLaw m Q g kT p z)
    (hB : ∀ t, 0 ≤ t → |z t| ≤ B) {t : ℝ} (ht : 0 < t) :
    |timeAverage (fun s => twiceKinetic m (p s)) t - g * kT| ≤ 2 * Q * B / t := by
  rw [average_error hQ.ne' hp hz ht, abs_div, abs_mul, abs_of_pos hQ, abs_of_pos ht]
  have h : |z t - z 0| ≤ 2 * B := by
    have h1 := abs_le.1 (hB t ht.le)
    have h0 := abs_le.1 (hB 0 le_rfl)
    rw [abs_le]
    constructor <;> linarith [h1.1, h1.2, h0.1, h0.2]
  have h2 : Q * |z t - z 0| ≤ 2 * Q * B := by
    linarith [mul_le_mul_of_nonneg_left h hQ.le]
  exact div_le_div_of_nonneg_right h2 ht.le
```

## The long-time limit

The right-hand side tends to zero as $t\to\infty$, so

$$\lim_{t\to\infty}\langle K\rangle_t=g\,kT .$$

In `average_tendsto`, the hypothesis `hB` expresses boundedness of the friction, and `Tendsto … atTop (𝓝 (g * kT))` is the limit. Boundedness is assumed and not derived from the dynamics; physically, it says that the thermostat does not accumulate an ever larger heating or damping rate. The conclusion concerns one observable, the total kinetic energy. It does not say that the trajectory samples the canonical distribution, or that the energy is shared equally among the particles.

The proof squeezes the error between zero and $2QB/t$. The bound is used only for $t>0$, which suffices for a limit at infinity.

```lean
/-- If the momenta are continuous, `Q > 0`, and the friction variable obeys `FrictionLaw` and stays
bounded, then the long-time average of twice the kinetic energy is `g kT`. -/
theorem average_tendsto {m : ι → ℝ} {Q g kT B : ℝ} {p : ℝ → ι → E} {z : ℝ → ℝ}
    (hQ : 0 < Q) (hp : ContinuousOn p (Ici 0)) (hz : FrictionLaw m Q g kT p z)
    (hB : ∀ t, 0 ≤ t → |z t| ≤ B) :
    Tendsto (timeAverage fun s => twiceKinetic m (p s)) atTop (𝓝 (g * kT)) := by
  have hlim : Tendsto (fun t : ℝ => 2 * Q * B / t) atTop (𝓝 0) :=
    tendsto_const_nhds.div_atTop tendsto_id
  -- the error is squeezed by a bound of order 1/t
  have h : Tendsto (fun t => timeAverage (fun s => twiceKinetic m (p s)) t - g * kT)
      atTop (𝓝 0) := by
    refine squeeze_zero_norm' ?_ hlim
    filter_upwards [eventually_gt_atTop (0 : ℝ)] with t ht
    rw [Real.norm_eq_abs]
    exact average_error_bound hQ hp hz hB ht
  exact tendsto_sub_nhds_zero_iff.1 h
```

Boundedness is more than the limit requires. The identity for the error can be written in two ways:

$$\frac{z(t)}t=\frac{\langle K\rangle_t-g\,kT}{Q}+\frac{z(0)}t,
\qquad
\langle K\rangle_t=g\,kT+Q\left(\frac{z(t)}t-\frac{z(0)}t\right).$$

Since $z(0)/t\to0$, the first form shows that convergence of the average to $g\,kT$ implies $z(t)/t\to0$, and the second gives the converse. The average is therefore correct exactly when the friction grows more slowly than linearly. The two branches of the proof follow these two formulas, combining the known limits and then using `average_error` at positive times.

```lean
/-- For continuous momenta and a friction variable that obey `FrictionLaw` with nonzero `Q`, the
time average of twice the kinetic energy tends to `g kT` exactly when the friction variable grows
more slowly than linearly in time. -/
theorem average_tendsto_iff {m : ι → ℝ} {Q g kT : ℝ} {p : ℝ → ι → E} {z : ℝ → ℝ}
    (hQ : Q ≠ 0) (hp : ContinuousOn p (Ici 0)) (hz : FrictionLaw m Q g kT p z) :
    Tendsto (timeAverage fun s => twiceKinetic m (p s)) atTop (𝓝 (g * kT)) ↔
      Tendsto (fun t => z t / t) atTop (𝓝 0) := by
  have h0 : Tendsto (fun t : ℝ => z 0 / t) atTop (𝓝 0) :=
    tendsto_const_nhds.div_atTop tendsto_id
  constructor
  · intro h
    have h1 := ((h.sub_const (g * kT)).div_const Q).add h0
    simp only [sub_self, zero_div, add_zero] at h1
    refine h1.congr' ?_
    filter_upwards [eventually_gt_atTop (0 : ℝ)] with t ht
    rw [average_error hQ hp hz ht, mul_div_assoc, mul_div_cancel_left₀ _ hQ]
    ring
  · intro h
    have h1 := ((h.sub h0).const_mul Q).add_const (g * kT)
    simp only [sub_self, mul_zero, zero_add] at h1
    refine h1.congr' ?_
    filter_upwards [eventually_gt_atTop (0 : ℝ)] with t ht
    linear_combination -(average_error hQ hp hz ht)
```

If all particles have the same mass $m>0$, then $\sum_i\|p_i\|^2=mK$, and the factor $m$ can be taken out of the time average:

$$\lim_{t\to\infty}\Bigl\langle\sum_i\|p_i\|^2\Bigr\rangle_t=m\,g\,kT .$$

The step `e` is the pointwise relation between the two sums, and the limit for $K$ is then multiplied by $m$.

```lean
/-- For particles of equal mass `m > 0` with continuous momenta, `Q > 0` and a bounded friction
variable that obeys `FrictionLaw`, the long-time average of the summed squared momenta is `m g kT`.
-/
theorem momentum_sq_average_tendsto {m Q g kT B : ℝ} {p : ℝ → ι → E} {z : ℝ → ℝ}
    (hm : 0 < m) (hQ : 0 < Q) (hp : ContinuousOn p (Ici 0))
    (hz : FrictionLaw (fun _ => m) Q g kT p z) (hB : ∀ t, 0 ≤ t → |z t| ≤ B) :
    Tendsto (timeAverage fun s => ∑ i, ‖p s i‖ ^ 2) atTop (𝓝 (m * (g * kT))) := by
  have e : ∀ s, ∑ i, ‖p s i‖ ^ 2 = m * twiceKinetic (fun _ => m) (p s) := by
    intro s
    unfold twiceKinetic
    rw [← Finset.sum_div, mul_div_cancel₀ _ hm.ne']
  refine ((average_tendsto hQ hp hz hB).const_mul m).congr fun t => ?_
  simp only [timeAverage, e, intervalIntegral.integral_const_mul, mul_div_assoc]
```

## A periodic orbit with the correct average

Take one particle in one dimension with $m=Q=g=1$, $kT=\tfrac12$, and

$$p(t)=\cos t,\qquad z(t)=\tfrac12\sin t\cos t .$$

Then

$$z'(t)=\tfrac12(\cos^2t-\sin^2t)=\cos^2t-\tfrac12=K(t)-g\,kT,$$

so the friction equation holds. From $(\sin t\pm\cos t)^2\ge0$ one gets $|\sin t\cos t|\le\tfrac12$, hence $|z|\le\tfrac14$; the code records the looser bound $1$. Its first part uses the product rule and $\sin^2t+\cos^2t=1$, and its second uses the two squares.

This motion also solves the full Nosé–Hoover equations for a suitable potential, a supplementary observation that the code does not address. With position $x=\sin t$, the required force is $F=p'+zp=-\tfrac12x-\tfrac12x^3$, which comes from the potential $\tfrac14x^2+\tfrac18x^4$. The orbit is a closed curve and so is far from exploring phase space, yet its mean of $p^2$ tends to $kT=\tfrac12$.

```lean
/-- One particle with momentum `cos t` and friction `sin t cos t / 2` obeys the friction law with
`m = Q = g = 1` and `kT = 1/2`, and its friction is bounded by 1. -/
theorem frictionLaw_witness :
    FrictionLaw (fun _ : Fin 1 => (1 : ℝ)) 1 1 (1 / 2) (fun t _ => Real.cos t)
      (fun t => Real.sin t * Real.cos t / 2) ∧
    ∀ t : ℝ, |Real.sin t * Real.cos t / 2| ≤ 1 := by
  constructor
  · intro t _
    have e : twiceKinetic (fun _ : Fin 1 => (1 : ℝ)) (fun _ => Real.cos t)
        = Real.cos t ^ 2 := by
      simp [twiceKinetic]
    have h := ((Real.hasDerivAt_sin t).fun_mul (Real.hasDerivAt_cos t)).div_const 2
    refine (h.congr_deriv ?_).hasDerivWithinAt
    rw [e]
    linear_combination (-1 / 2) * Real.sin_sq_add_cos_sq t
  · intro t
    rw [abs_le]
    constructor <;> nlinarith [Real.sin_sq_add_cos_sq t,
      sq_nonneg (Real.sin t + Real.cos t), sq_nonneg (Real.sin t - Real.cos t)]
```

## A particle at rest with linearly growing friction

If the friction is allowed to grow linearly in time, the conclusion can fail. Take one particle with $m=Q=g=kT=1$, and set

$$p(t)=0,\qquad z(t)=-t .$$

Here $K=0$ and $z'=-1=K-g\,kT$, so the friction equation holds. The average of $K$ is nevertheless $0$ at every time, and its limit is $0$ instead of $1$. Physically, the thermostat registers a particle that is too cold and makes the friction ever more negative, but negative friction amplifies only momentum that is already present. In the absence of a force, the particle stays at rest.

The first part of the proof differentiates $-t$, and the second evaluates the average of the zero function.

```lean
/-- A particle at rest with friction `z = -t` obeys the friction law with `m = Q = g = kT = 1`,
yet its time-averaged twice kinetic energy tends to 0. -/
theorem unbounded_friction_counterexample :
    FrictionLaw (fun _ : Fin 1 => (1 : ℝ)) 1 1 1 (fun _ _ => (0 : ℝ)) (fun t => -t) ∧
    Tendsto (timeAverage fun _ => twiceKinetic (fun _ : Fin 1 => (1 : ℝ)) (fun _ => (0 : ℝ)))
      atTop (𝓝 0) := by
  constructor
  · intro t _
    have h : HasDerivAt (fun s : ℝ => -s) (-1) t := hasDerivAt_neg t
    exact (h.congr_deriv (by simp [twiceKinetic])).hasDerivWithinAt
  · refine tendsto_const_nhds.congr fun t => ?_
    simp [timeAverage, twiceKinetic]

end

end NoseHooverTimeAverage
```

```lean
#print axioms NoseHooverTimeAverage.average_tendsto_iff
-- 'NoseHooverTimeAverage.average_tendsto_iff' depends on axioms: [propext, Classical.choice, Quot.sound]
#print axioms NoseHooverTimeAverage.momentum_sq_average_tendsto
-- 'NoseHooverTimeAverage.momentum_sq_average_tendsto' depends on axioms: [propext, Classical.choice, Quot.sound]
#print axioms NoseHooverTimeAverage.unbounded_friction_counterexample
-- 'NoseHooverTimeAverage.unbounded_friction_counterexample' depends on axioms: [propext, Classical.choice, Quot.sound]
```
